# Aitken extrapolation is exact for a decaying geometric basis-set error but asymptotically leaves a quarter of an inverse-cube error

A molecule's energy has been computed in three successive basis sets, with cardinal numbers $n$, $n+1$ and $n+2$, and the complete-basis limit $E$ is wanted. Aitken's formula estimates it in closed form from the three energies $s_n,s_{n+1},s_{n+2}$:

$$T_n=s_n-\frac{(s_{n+1}-s_n)^2}{D_n},\qquad D_n=s_{n+2}-2s_{n+1}+s_n .$$

How good $T_n$ is depends on how the error $e_n=s_n-E$ decays. Hartree–Fock errors are often modelled as roughly exponential in $n$, correlation errors as $A n^{-3}$. For these two one-term models, the results below tell when Aitken extrapolation of electronic-structure energies is exact and what error it leaves behind for large $n$.

## Energies as a real sequence

```lean
import Mathlib

open Filter Topology

namespace AitkenExtrapolation

noncomputable section
```

An energy series is a function `s : ℕ → ℝ`. `secondDiff s n` is $D_n$ and `aitken s n` is $T_n$.

```lean
/-- The second difference of a sequence of energies. -/
def secondDiff (s : ℕ → ℝ) (n : ℕ) : ℝ := s (n + 2) - 2 * s (n + 1) + s n

/-- The Aitken estimate of the limit from three successive energies, meaningful where the
second difference is nonzero. -/
def aitken (s : ℕ → ℝ) (n : ℕ) : ℝ := s n - (s (n + 1) - s n) ^ 2 / secondDiff s n
```

`powerLaw E A p` is the model $s_n=E+An^{-p}$ with a real exponent, read for $n\ge1$. No molecule or Hamiltonian appears: the error laws are assumed, not derived, and the energies carry no numerical noise.

```lean
/-- The energies `E + A n^(-p)`, read for `n ≥ 1`; when `p > 0` their limit is `E`. -/
def powerLaw (E A p : ℝ) (n : ℕ) : ℝ := E + A * (n : ℝ) ^ (-p)
```

## A geometric error with $A(q-1)q\neq0$

Here $s_n=E+Aq^n$. The condition says that there is an error ($A\ne0$), that it changes with the basis ($q\ne1$), and that it does not vanish after the first term ($q\neq0$). By hand,

$$s_{n+1}-s_n=Aq^n(q-1),\qquad D_n=Aq^n(q-1)^2 .$$

The condition makes $A$, $q^n$ and $(q-1)^2$ nonzero, so the division by $D_n$ makes sense. The correction is then $A^2q^{2n}(q-1)^2/\big(Aq^n(q-1)^2\big)=Aq^n$, the whole error, so $T_n=E$.

The proof splits the condition into `hA`, `hq1` and `hq`, which combine into `hne`, the nonvanishing of $D_n$. The step `e` is the cancellation above.

```lean
/-- For a geometric error `A q^n` with `A (q - 1) q` nonzero, the Aitken denominator is nonzero
and the estimate is exactly `E`. -/
theorem aitken_geometric (E A q : ℝ) (h : A * (q - 1) * q ≠ 0) (n : ℕ) :
    secondDiff (fun k => E + A * q ^ k) n ≠ 0 ∧ aitken (fun k => E + A * q ^ k) n = E := by
  have hq : q ≠ 0 := right_ne_zero_of_mul h
  have hA : A ≠ 0 := left_ne_zero_of_mul (left_ne_zero_of_mul h)
  have hq1 : q - 1 ≠ 0 := right_ne_zero_of_mul (left_ne_zero_of_mul h)
  have hne : A * q ^ n * (q - 1) ^ 2 ≠ 0 :=
    mul_ne_zero (mul_ne_zero hA (pow_ne_zero _ hq)) (pow_ne_zero _ hq1)
  have hD : secondDiff (fun k => E + A * q ^ k) n = A * q ^ n * (q - 1) ^ 2 := by
    simp only [secondDiff]
    ring
  refine ⟨hD ▸ hne, ?_⟩
  -- the correction term is the whole error
  have e : (E + A * q ^ (n + 1) - (E + A * q ^ n)) ^ 2 / (A * q ^ n * (q - 1) ^ 2)
      = A * q ^ n := by
    rw [div_eq_iff hne]
    ring
  simp only [aitken]
  rw [hD, e]
  ring
```

If $q=1$, every energy is $E+A$, so $D_n=0$ and the data hold no information about $E$. Decay is not required: for $q=2$ the formula still returns $E$, although $E$ is then not the limit of the energies.

## Exactness at every $n$, with a nonzero denominator

Now suppose only that $D_n\ne0$ and $T_n=E$ for every $n$. Physically, every consecutive triple of basis sets gives the same correct answer. Exactness means $(e_{n+1}-e_n)^2=e_nD_n$, and since $D_n=e_{n+2}-2e_{n+1}+e_n$, expanding gives

$$e_ne_{n+2}=e_{n+1}^2 .$$

If some $e_n$ were zero, then $e_{n+1}=0$, and likewise $e_{n+2}=0$, so $D_n=0$, which is excluded. All errors are therefore nonzero and $e_{n+2}/e_{n+1}=e_{n+1}/e_n$. With $q=e_1/e_0$ this gives $e_n=e_0q^n$. The ratio $q$ is nonzero, and $q=1$ would make $D_0=0$.

In the theorem, the left side of `↔` is this hypothesis and the right side is the geometric law. `key` is the product identity, `next` and `he` exclude zero errors, and `ratio` proves the constant ratio by induction. The reverse direction is the previous theorem.

```lean
/-- The Aitken estimate has a nonzero denominator and equals `E` at every `n` if and only if the
energies are `E + A q^n` with `A (q - 1) q` nonzero. -/
theorem aitken_exact_iff_geometric (s : ℕ → ℝ) (E : ℝ) :
    (∀ n, secondDiff s n ≠ 0 ∧ aitken s n = E) ↔
      ∃ A q : ℝ, A * (q - 1) * q ≠ 0 ∧ ∀ n, s n = E + A * q ^ n := by
  constructor
  · intro h
    -- exactness makes the product of the errors at n and n + 2 the square of the error at n + 1
    have key : ∀ n, (s n - E) * (s (n + 2) - E) = (s (n + 1) - E) ^ 2 := by
      intro n
      have h1 := (h n).2
      unfold aitken at h1
      have h2 : (s (n + 1) - s n) ^ 2 / secondDiff s n = s n - E := by linarith
      rw [div_eq_iff (h n).1] at h2
      unfold secondDiff at h2
      linear_combination -h2
    have next : ∀ n, s n - E = 0 → s (n + 1) - E = 0 := by
      intro n h0
      have h1 := key n
      rw [h0, zero_mul] at h1
      exact (pow_eq_zero_iff two_ne_zero).1 h1.symm
    have he : ∀ n, s n - E ≠ 0 := by
      intro n h0
      have h1 := next n h0
      have h2 : s (n + 2) - E = 0 := next (n + 1) h1
      apply (h n).1
      unfold secondDiff
      linear_combination h2 - 2 * h1 + h0
    obtain ⟨q, hq⟩ : ∃ q, q = (s 1 - E) / (s 0 - E) := ⟨_, rfl⟩
    -- the ratio of successive errors is constant
    have ratio : ∀ n, s (n + 1) - E = q * (s n - E) := by
      intro n
      induction n with
      | zero => rw [hq]; exact (div_mul_cancel₀ _ (he 0)).symm
      | succ n ih =>
        apply mul_left_cancel₀ (he n)
        have k : (s n - E) * (s (n + 1 + 1) - E) = (s (n + 1) - E) ^ 2 := key n
        linear_combination k + (s (n + 1) - E) * ih
    have hq0 : q ≠ 0 := by
      rw [hq]
      exact div_ne_zero (he 1) (he 0)
    have hq1 : q - 1 ≠ 0 := by
      intro h1
      have r0 : s 1 - E = q * (s 0 - E) := ratio 0
      have r1 : s 2 - E = q * (s 1 - E) := ratio 1
      rw [sub_eq_zero.1 h1, one_mul] at r0 r1
      apply (h 0).1
      change s 2 - 2 * s 1 + s 0 = 0
      linarith
    refine ⟨s 0 - E, q, mul_ne_zero (mul_ne_zero (he 0) hq1) hq0, fun n => ?_⟩
    induction n with
    | zero => simp
    | succ n ih =>
      rw [pow_succ]
      linear_combination ratio n + q * ih
  · rintro ⟨A, q, h, hs⟩ n
    obtain rfl : s = fun k => E + A * q ^ k := funext hs
    exact aitken_geometric E A q h n
```

Both parts of the hypothesis matter. The series $s_n=E$ has no error at all, yet its correction term is $0/0$. Exactness at a single $n$ is also too little: the errors $4,2,1,1$ give $T_0=E$, but $D_1=1$ and $T_1=E+1$.

## A power-law error with $A\neq0$ and $p>0$

The condition $p>0$ says that the error decays algebraically; $A\ne0$ says that it is present. Put $x=1/n$. Since $n+k=n(1+kx)$,

$$s_{n+k}=E+An^{-p}(1+kx)^{-p}.$$

With

$$a=(1+x)^{-p}-1,\qquad b=(1+2x)^{-p}-2(1+x)^{-p}+1,$$

the first difference is $An^{-p}a$ and $D_n=An^{-p}b$. Hence, where $b\neq0$,

$$n^p(T_n-E)=A\left(1-\frac{a^2}{b}\right)=A\left(1-\frac{(a/x)^2}{b/x^2}\right).$$

As $x\to0^+$, $a/x$ tends to the derivative of $(1+x)^{-p}$ at zero, which is $-p$. For $b/x^2$, l'Hôpital's rule leads to

$$\frac{b'}{2x}=-p\left[\frac{(1+2x)^{-p-1}-1}{x}-\frac{(1+x)^{-p-1}-1}{x}\right]\to -p\,[-2(p+1)+(p+1)]=p(p+1).$$

Because $p>0$, this limit is nonzero. So $b\ne0$ for large $n$, and with $A\neq0$ also $D_n\neq0$. The rescaled error tends to

$$A\left(1-\frac{p^2}{p(p+1)}\right)=\frac{A}{p+1}.$$

Three lemmas supply the limits for a general exponent $r$, later set to $-p$. The first is the derivative of $(1+cx)^r$; the second reads it at zero as a difference quotient. The notation `𝓝[>] 0` means that $x$ approaches zero from above.

```lean
/-- The derivative of `(1 + c x)^r` where `1 + c x` is positive. -/
theorem hasDerivAt_shift (r c x : ℝ) (h : 0 < 1 + c * x) :
    HasDerivAt (fun y : ℝ => (1 + c * y) ^ r) (c * r * (1 + c * x) ^ (r - 1)) x := by
  have h1 : HasDerivAt (fun y : ℝ => 1 + c * y) c x :=
    (((hasDerivAt_id' x).const_mul c).const_add 1).congr_deriv (mul_one c)
  exact h1.rpow_const (Or.inl h.ne')

/-- The first difference of `(1 + c x)^r` from its value at zero, divided by `x`, tends to `c r`
as `x` decreases to zero. -/
theorem first_difference_limit (r c : ℝ) :
    Tendsto (fun x : ℝ => ((1 + c * x) ^ r - 1) / x) (𝓝[>] 0) (𝓝 (c * r)) := by
  have h := (hasDerivAt_shift r c 0 (by simp)).tendsto_slope_zero_right
  simpa [div_eq_inv_mul] using h
```

The third applies l'Hôpital's rule once and finishes with the first-difference limit at exponent $r-1$, for $c=2$ and $c=1$.

```lean
/-- The second difference of `t ↦ (1 + t)^r` from `t = 0` with step `x`, divided by `x^2`, tends to
`r (r - 1)` as `x` decreases to zero. -/
theorem second_difference_limit (r : ℝ) :
    Tendsto (fun x : ℝ => ((1 + 2 * x) ^ r - 2 * (1 + 1 * x) ^ r + 1) / x ^ 2)
      (𝓝[>] 0) (𝓝 (r * (r - 1))) := by
  have hN : ∀ x : ℝ, 0 ≤ x →
      HasDerivAt (fun y : ℝ => (1 + 2 * y) ^ r - 2 * (1 + 1 * y) ^ r + 1)
        (2 * r * (1 + 2 * x) ^ (r - 1) - 2 * (1 * r * (1 + 1 * x) ^ (r - 1))) x := by
    intro x hx
    exact ((hasDerivAt_shift r 2 x (by positivity)).fun_sub
      ((hasDerivAt_shift r 1 x (by positivity)).const_mul 2)).add_const 1
  have hpos : ∀ᶠ x : ℝ in 𝓝[>] 0, 0 < x := self_mem_nhdsWithin
  -- l'Hôpital's rule reduces the claim to first differences
  refine HasDerivAt.lhopital_zero_nhdsGT (g' := fun x => 2 * x)
    (hpos.mono fun x hx => hN x hx.le)
    (Eventually.of_forall fun x => by simpa using hasDerivAt_pow 2 x)
    (hpos.mono fun x hx => by positivity) ?_ ?_ ?_
  · have h := (hN 0 le_rfl).continuousAt.tendsto.mono_left
      (nhdsWithin_le_nhds (s := Set.Ioi (0 : ℝ)))
    convert h using 2
    norm_num
  · have h := ((continuous_pow 2).tendsto (0 : ℝ)).mono_left
      (nhdsWithin_le_nhds (s := Set.Ioi (0 : ℝ)))
    simpa using h
  · have h := ((first_difference_limit (r - 1) 2).sub
      (first_difference_limit (r - 1) 1)).const_mul r
    have e : r * (2 * (r - 1) - 1 * (r - 1)) = r * (r - 1) := by ring
    rw [e] at h
    exact h.congr fun x => by ring
```

In the main theorem, `∀ᶠ n in atTop` means "for all sufficiently large $n$", and `Tendsto` states the limit. `shift` factors out $n^{-p}$, `hD` gives $D_n$, and `alg` is the rescaling identity. The hypothesis `hp` enters through `hb0`, the nonzero limit of $b/x^2$, and through `hp1`, which says $p+1\neq0$; `hA` enters where $D_n$ is shown to be nonzero.

```lean
/-- For an error `A n^(-p)` with `p > 0` and `A` nonzero, the Aitken denominator is eventually
nonzero and `n^p` times the error of the estimate tends to `A / (p + 1)`. -/
theorem aitken_powerLaw (E A p : ℝ) (hA : A ≠ 0) (hp : 0 < p) :
    (∀ᶠ n in atTop, secondDiff (powerLaw E A p) n ≠ 0) ∧
      Tendsto (fun n : ℕ => (n : ℝ) ^ p * (aitken (powerLaw E A p) n - E))
        atTop (𝓝 (A / (p + 1))) := by
  have hx : Tendsto (fun n : ℕ => (n : ℝ)⁻¹) atTop (𝓝[>] 0) :=
    tendsto_nhdsWithin_iff.mpr ⟨tendsto_inv_atTop_zero.comp tendsto_natCast_atTop_atTop,
      (eventually_gt_atTop 0).mono fun n hn =>
        Set.mem_Ioi.2 (inv_pos.2 (Nat.cast_pos.2 hn))⟩
  have h1 := (first_difference_limit (-p) 1).comp hx
  have h2 := (second_difference_limit (-p)).comp hx
  have hp1 : p + 1 ≠ 0 := by positivity
  have hb0 : -p * (-p - 1) ≠ 0 := by
    have : -p * (-p - 1) = p * (p + 1) := by ring
    rw [this]
    positivity
  -- factor n^(-p) out of the shifted energies
  have shift : ∀ n : ℕ, 0 < n → ∀ k : ℕ, powerLaw E A p (n + k)
      = E + A * (n : ℝ) ^ (-p) * (1 + k * (n : ℝ)⁻¹) ^ (-p) := by
    intro n hn k
    have hn' : (0 : ℝ) < n := Nat.cast_pos.2 hn
    have e : ((n + k : ℕ) : ℝ) = n * (1 + k * (n : ℝ)⁻¹) := by
      push_cast
      field_simp
    unfold powerLaw
    rw [e, Real.mul_rpow hn'.le (by positivity), mul_assoc]
  have hD : ∀ n : ℕ, 0 < n → secondDiff (powerLaw E A p) n = A * (n : ℝ) ^ (-p) *
      ((1 + 2 * (n : ℝ)⁻¹) ^ (-p) - 2 * (1 + 1 * (n : ℝ)⁻¹) ^ (-p) + 1) := by
    intro n hn
    unfold secondDiff
    rw [shift n hn 2, shift n hn 1, powerLaw, Nat.cast_ofNat, Nat.cast_one]
    ring
  have alg : ∀ P g a b x : ℝ, P * g = 1 → g ≠ 0 → b ≠ 0 → x ≠ 0 →
      A * (1 - (a / x) ^ 2 / (b / x ^ 2))
        = P * (E + A * g - (A * g * a) ^ 2 / (A * g * b) - E) := by
    intro P g a b x hP hg hb hx
    have e1 : (A * g * a) ^ 2 / (A * g * b) = A * g * (a ^ 2 / b) := by field_simp
    have e2 : (a / x) ^ 2 / (b / x ^ 2) = a ^ 2 / b := by field_simp
    rw [e1, e2]
    linear_combination -(A * (1 - a ^ 2 / b)) * hP
  have good : ∀ᶠ n : ℕ in atTop, 0 < n ∧
      (1 + 2 * (n : ℝ)⁻¹) ^ (-p) - 2 * (1 + 1 * (n : ℝ)⁻¹) ^ (-p) + 1 ≠ 0 := by
    filter_upwards [eventually_gt_atTop 0, h2.eventually_ne hb0] with n hn hb
    exact ⟨hn, fun h => hb (by simp only [Function.comp_apply]; rw [h, zero_div])⟩
  constructor
  · filter_upwards [good] with n hn
    rw [hD n hn.1]
    exact mul_ne_zero (mul_ne_zero hA (Real.rpow_pos_of_pos (Nat.cast_pos.2 hn.1) _).ne') hn.2
  · have hl : A * (1 - (-p) ^ 2 / (-p * (-p - 1))) = A / (p + 1) := by
      have e : (-p) ^ 2 / (-p * (-p - 1)) = p / (p + 1) := by
        rw [div_eq_div_iff hb0 hp1]
        ring
      rw [e, one_sub_div hp1, add_sub_cancel_left, mul_one_div]
    have ht := (((h1.pow 2).div h2 hb0).const_sub 1).const_mul A
    rw [one_mul, hl] at ht
    refine ht.congr' ?_
    filter_upwards [good] with n hn
    have hn' : (0 : ℝ) < n := Nat.cast_pos.2 hn.1
    have hF : powerLaw E A p (n + 1) - powerLaw E A p n
        = A * (n : ℝ) ^ (-p) * ((1 + 1 * (n : ℝ)⁻¹) ^ (-p) - 1) := by
      rw [shift n hn.1 1, powerLaw, Nat.cast_one]
      ring
    have hP : (n : ℝ) ^ p * (n : ℝ) ^ (-p) = 1 := by
      rw [Real.rpow_neg hn'.le, mul_inv_cancel₀ (Real.rpow_pos_of_pos hn' p).ne']
    unfold aitken
    rw [hF, hD n hn.1, powerLaw]
    exact alg _ _ _ _ _ hP (Real.rpow_pos_of_pos hn' _).ne' hn.2 (inv_pos.2 hn').ne'
```

Without $p>0$ the claim can fail. At $p=-1$ the energies are $E+An$, a straight line, so $D_n=0$ for every $n$. The same happens at $p=0$, or when $A=0$, because the energies are then constant.

## The exponent three

The inverse cube stands for the slow description of the electron–electron cusp by orbital products: in the standard partial-wave picture of the helium ground state, the energy increments fall asymptotically as the inverse fourth power of angular momentum, and their tail sums to an inverse third power of the highest angular momentum kept. In correlation-consistent basis sets that highest value grows in step with the cardinal number $n$. Setting $p=3$ gives the limit $A/4$. The proof only translates the real power $n^{-3}$ into division by the ordinary cube.

```lean
/-- For an error `A / n^3` with `A` nonzero, the Aitken denominator is eventually nonzero and
`n^3` times the error of the estimate tends to `A / 4`. -/
theorem aitken_inverse_cube (E A : ℝ) (hA : A ≠ 0) :
    (∀ᶠ n in atTop, secondDiff (fun k : ℕ => E + A / (k : ℝ) ^ 3) n ≠ 0) ∧
      Tendsto (fun n : ℕ => (n : ℝ) ^ 3 * (aitken (fun k : ℕ => E + A / (k : ℝ) ^ 3) n - E))
        atTop (𝓝 (A / 4)) := by
  have hc : ∀ n : ℕ, (n : ℝ) ^ (3 : ℝ) = (n : ℝ) ^ 3 := fun n => by
    exact_mod_cast Real.rpow_natCast (n : ℝ) 3
  have hs : powerLaw E A 3 = fun k : ℕ => E + A / (k : ℝ) ^ 3 := by
    funext k
    rw [powerLaw, Real.rpow_neg (Nat.cast_nonneg k), hc, div_eq_mul_inv]
  have h := aitken_powerLaw E A 3 hA (by norm_num)
  rw [hs] at h
  refine ⟨h.1, ?_⟩
  have h4 : (3 : ℝ) + 1 = 4 := by norm_num
  have h2 := h.2
  rw [h4] at h2
  exact h2.congr fun n => by rw [hc]
```

Aitken's formula thus improves the prefactor but not the order of decay. The limit describes large $n$ and comes without a rate: for $n=2,3,4$ the rescaled error $2^3(T_2-E)$ is about $0.07A$, well below $A/4$. Even so, $T_2-E$ is more than half of the error $A/64$ in $s_4$, the best of the three energies.

## An inverse-cube law from $n\geq1$

If the cubic law is known in advance, two energies suffice. Multiplying each error by its own cube gives $A$ both times, so

$$\frac{(n+1)^3s_{n+1}-n^3s_n}{(n+1)^3-n^3}=\frac{E\,[(n+1)^3-n^3]+A-A}{(n+1)^3-n^3}=E .$$

The denominator is $3n^2+3n+1>0$. The hypothesis `hn` keeps the model away from $A/0^3$ and is used in `h0`, where $n^3$ cancels. No condition on $A$ is needed.

```lean
/-- For energies `E + A / n^3`, the two-point inverse-cube extrapolation from `n` and `n + 1`
returns `E` exactly for every `n ≥ 1`. -/
theorem two_point_inverse_cube (E A : ℝ) (n : ℕ) (hn : 0 < n) :
    (((n : ℝ) + 1) ^ 3 * (E + A / ((n : ℝ) + 1) ^ 3) - (n : ℝ) ^ 3 * (E + A / (n : ℝ) ^ 3))
      / (((n : ℝ) + 1) ^ 3 - (n : ℝ) ^ 3) = E := by
  have hn' : (0 : ℝ) < n := Nat.cast_pos.2 hn
  have hd : ((n : ℝ) + 1) ^ 3 - (n : ℝ) ^ 3 ≠ 0 := by
    have e : ((n : ℝ) + 1) ^ 3 - (n : ℝ) ^ 3 = 3 * (n : ℝ) ^ 2 + 3 * n + 1 := by ring
    rw [e]
    positivity
  have h0 : (n : ℝ) ^ 3 * (A / (n : ℝ) ^ 3) = A := mul_div_cancel₀ A (by positivity)
  have h1 : ((n : ℝ) + 1) ^ 3 * (A / ((n : ℝ) + 1) ^ 3) = A :=
    mul_div_cancel₀ A (by positivity)
  rw [div_eq_iff hd]
  linear_combination h1 - h0

end

end AitkenExtrapolation
```

At $n=0$ Lean sets $A/0$ to $0$, and the formula would return $E+A$. The cubic law matters just as much: for the geometric error $A/2^n$, the same formula at $n=1$ gives $E+3A/14$, whereas Aitken's estimate is exact there if $A\ne0$.

```lean
#print axioms AitkenExtrapolation.aitken_exact_iff_geometric
-- 'AitkenExtrapolation.aitken_exact_iff_geometric' depends on axioms: [propext, Classical.choice, Quot.sound]
#print axioms AitkenExtrapolation.aitken_inverse_cube
-- 'AitkenExtrapolation.aitken_inverse_cube' depends on axioms: [propext, Classical.choice, Quot.sound]
#print axioms AitkenExtrapolation.two_point_inverse_cube
-- 'AitkenExtrapolation.two_point_inverse_cube' depends on axioms: [propext, Classical.choice, Quot.sound]
```
